# Transverse modes of a stretched harmonic chain have a negative Grüneisen parameter

Assume that every vibration softens when a lattice is stretched, and the transverse modes of a chain under tension get the wrong sign: their frequencies are predicted to fall where they rise, as the pitch of a string does when it is tightened. In quasi-harmonic lattice dynamics the same error reverses the contribution of these modes to thermal expansion. The problems below work out the effect for a classical chain with harmonic nearest-neighbour springs of positive natural length.

## The chain and its frequency

Masses m are joined by springs of constant k and natural length l, and are held at spacing a. Neighbouring masses may be offset by y across the chain.

In Lean 4 with Mathlib:

```lean
import Mathlib

open Filter Topology

namespace StretchedChain

noncomputable section
```

The energy of one spring is half of k times its squared extension.

```lean
/-- Energy of a spring of constant `k` and natural length `l` whose ends are a distance `a`
apart along the chain and are offset by `y` across it. -/
def bondEnergy (k l a y : ℝ) : ℝ := k / 2 * (√(a ^ 2 + y ^ 2) - l) ^ 2
```

The angular frequency is written w. The mode factor s depends on the phase advance θ per site and stays fixed when a changes.

```lean
/-- Transverse frequency of a chain of masses `m` and springs `k` of natural length `l`,
held at spacing `a ≥ l` with `a > 0` and `m > 0`; `s` is the mode factor. -/
def transverseFreq (k m l s a : ℝ) : ℝ := √(4 * k / m * (1 - l / a)) * s
```

The site index n is an integer, so the chain is infinite. A is the amplitude and t the time.

```lean
/-- Transverse displacement of site `n` at time `t` in a wave of amplitude `A`, phase advance
`θ` per site and angular frequency `ω`. -/
def planeWave (A θ ω : ℝ) (n : ℤ) (t : ℝ) : ℝ := A * Real.cos (θ * n - ω * t)
```

The Grüneisen parameter is taken with respect to the spacing, −d ln w / d ln a. The textbook parameter uses the volume; for V ∝ a³ it is one third of this one.

```lean
/-- Grüneisen parameter `-a w'(a) / w(a)` of a frequency `w` that depends on the spacing `a`,
for `w` differentiable at `a` and `w a ≠ 0`. -/
def gruneisen (w : ℝ → ℝ) (a : ℝ) : ℝ := -a * deriv w a / w a
```

## (a) The transverse force of one bond

Let U(y) be the bond energy and r = √(a² + y²) the actual bond length. For a > 0, show that

U′(y) = k(1 − l/r) y.

**Solution.** Since U = (k/2)(r − l)² and r′ = y/r, the chain rule gives

U′(y) = k(r − l) · y/r = k(1 − l/r) y.

```lean
/-- The derivative of the bond energy with respect to the transverse offset `y`, at spacing
`a > 0`, is `k (1 - l / r) y`, where `r` is the actual length of the bond. -/
theorem bondEnergy_hasDerivAt (k l : ℝ) {a : ℝ} (ha : 0 < a) (y : ℝ) :
    HasDerivAt (bondEnergy k l a) (k * (1 - l / √(a ^ 2 + y ^ 2)) * y) y := by
  have hpos : 0 < a ^ 2 + y ^ 2 := by positivity
  have hr : √(a ^ 2 + y ^ 2) ≠ 0 := (Real.sqrt_pos.mpr hpos).ne'
  have h1 : HasDerivAt (fun x : ℝ => a ^ 2 + x ^ 2) (2 * y) y := by
    simpa using (hasDerivAt_pow 2 y).const_add (a ^ 2)
  have h2 := (((h1.sqrt hpos.ne').sub_const l).fun_pow 2).const_mul (k / 2)
  refine h2.congr_deriv ?_
  simp only [Nat.cast_ofNat, Nat.add_one_sub_one, pow_one]
  field_simp
```

`HasDerivAt` states that the derivative exists and has the given value; the restoring force is its negative. The condition a > 0 keeps the square root away from zero, where it is not differentiable. The proof builds the derivative from the inside out (`h1`, then `h2`), and `field_simp` brings it to the stated form.

## (b) Stiffness from tension

Show that the transverse stiffness of a bond with a > 0 is

U″(0) = k(1 − l/a).

**Solution.** Write U′(y) = g(y) y with g(y) = k(1 − l/r). The product rule gives

U″(0) = g′(0) · 0 + g(0) = k(1 − l/a).

With the tension T = k(a − l), this is T/a: the stiffness comes from the tension alone.

```lean
/-- The transverse stiffness of a bond, the second derivative of its energy at zero offset,
is `k (1 - l / a)` at spacing `a > 0`. -/
theorem transverse_stiffness (k l : ℝ) {a : ℝ} (ha : 0 < a) :
    HasDerivAt (deriv (bondEnergy k l a)) (k * (1 - l / a)) 0 := by
  have hd : deriv (bondEnergy k l a) = fun y => k * (1 - l / √(a ^ 2 + y ^ 2)) * y :=
    funext fun y => (bondEnergy_hasDerivAt k l ha y).deriv
  rw [hd]
  have h0 : 0 < a ^ 2 + (0 : ℝ) ^ 2 := by positivity
  have hs : DifferentiableAt ℝ (fun y : ℝ => √(a ^ 2 + y ^ 2)) 0 :=
    DifferentiableAt.sqrt (by fun_prop) h0.ne'
  have hg : DifferentiableAt ℝ (fun y : ℝ => k * (1 - l / √(a ^ 2 + y ^ 2))) 0 :=
    (((differentiableAt_const l).div hs (Real.sqrt_pos.mpr h0).ne').const_sub 1).const_mul k
  -- in the product rule only the term without the factor `y = 0` survives
  refine (hg.hasDerivAt.fun_mul (hasDerivAt_id' (0 : ℝ))).congr_deriv ?_
  simp [Real.sqrt_sq ha.le]
```

The theorem differentiates the function `deriv (bondEnergy k l a)` at zero. As g′(0) is multiplied by zero, the proof needs only that g is differentiable (`hg`), not the value of its derivative.

## (c) The plane wave and Newton's equation

Let k, m > 0 and a > l > 0, and put K = k(1 − l/a). Show that uₙ(t) = A cos(θn − wt), with s = |sin(θ/2)| in w, satisfies

m üₙ = K(uₙ₊₁ + uₙ₋₁ − 2uₙ).

**Solution.** Let φ = θn − wt. The left side is −m w² A cos φ. On the right,

cos(φ + θ) + cos(φ − θ) − 2 cos φ = 2 cos φ (cos θ − 1) = −4 sin²(θ/2) cos φ,

so the right side is −4K sin²(θ/2) A cos φ. The two sides agree because

m w² = 4K sin²(θ/2),

which is the definition of w, squared and multiplied by m.

```lean
/-- In a stretched chain, `a > l > 0` with `k, m > 0`, the plane wave of frequency
`transverseFreq` with mode factor `|sin (θ / 2)|` obeys Newton's equation for masses coupled
to their neighbours by the transverse stiffness `k (1 - l / a)`. -/
theorem planeWave_newton {k m l a : ℝ} (hk : 0 < k) (hm : 0 < m) (hl : 0 < l) (hla : l < a)
    (A θ : ℝ) (n : ℤ) (t : ℝ) :
    let u := planeWave A θ (transverseFreq k m l |Real.sin (θ / 2)| a)
    m * deriv (deriv (u n)) t = k * (1 - l / a) * (u (n + 1) t + u (n - 1) t - 2 * u n t) := by
  intro u
  have ha : 0 < a := hl.trans hla
  have hx : 0 < 1 - l / a := sub_pos.mpr ((div_lt_one ha).mpr hla)
  have hF : 0 ≤ 4 * k / m * (1 - l / a) := by
    have : 0 < 4 * k / m := by positivity
    exact (mul_pos this hx).le
  -- the dispersion relation
  have hω : m * transverseFreq k m l |Real.sin (θ / 2)| a ^ 2
      = 4 * (k * (1 - l / a)) * Real.sin (θ / 2) ^ 2 := by
    rw [transverseFreq, mul_pow, Real.sq_sqrt hF, sq_abs]
    field_simp
  subst u
  generalize transverseFreq k m l |Real.sin (θ / 2)| a = ω at hω ⊢
  have hp (x : ℝ) : HasDerivAt (fun x : ℝ => θ * n - ω * x) (-ω) x := by
    simpa using ((hasDerivAt_id' x).const_mul ω).const_sub (θ * n)
  have h1 (x : ℝ) : HasDerivAt (planeWave A θ ω n) (A * ω * Real.sin (θ * n - ω * x)) x :=
    ((hp x).cos.const_mul A).congr_deriv (by ring)
  have h2 : HasDerivAt (fun x : ℝ => A * ω * Real.sin (θ * n - ω * x))
      (-(ω ^ 2) * (A * Real.cos (θ * n - ω * t))) t :=
    ((hp t).sin.const_mul (A * ω)).congr_deriv (by ring)
  have hd : deriv (planeWave A θ ω n) = fun x => A * ω * Real.sin (θ * n - ω * x) :=
    funext fun x => (h1 x).deriv
  have hc : Real.cos θ = 1 - 2 * Real.sin (θ / 2) ^ 2 := by
    have h := Real.cos_two_mul (θ / 2)
    rw [show 2 * (θ / 2) = θ by ring] at h
    linarith [Real.sin_sq_add_cos_sq (θ / 2)]
  rw [hd, h2.deriv]
  simp only [planeWave]
  push_cast
  -- the neighbours carry the phase shifted by `θ` and `-θ`
  rw [show θ * ((n : ℝ) + 1) - ω * t = (θ * n - ω * t) + θ by ring,
    show θ * ((n : ℝ) - 1) - ω * t = (θ * n - ω * t) - θ by ring,
    Real.cos_add (θ * n - ω * t) θ, Real.cos_sub (θ * n - ω * t) θ]
  linear_combination (-(A * Real.cos (θ * n - ω * t))) * hω
    - 2 * (k * (1 - l / a)) * A * Real.cos (θ * n - ω * t) * hc
```

The statement holds for every A, θ, n and t. In the proof, `hω` is the dispersion relation, `h1` and `h2` are the two time derivatives, and `hc` is the half-angle formula; `linear_combination` puts them together. The linear equation of motion is taken as given, with the stiffness from (b) as its coupling. Its derivation from the full energy of the chain, by expansion for small offsets, is the step left to the physics.

## (d) The frequency under strain

For k, m > 0 and a > l > 0, show that

w′(a) = w l / (2a(a − l)).

**Solution.** Put F(a) = (4k/m)(1 − l/a), so that w = √F s. Then F′ = (4k/m) l/a², and

F′/F = (l/a²)/(1 − l/a) = l/(a(a − l)).

Hence

w′ = s F′/(2√F) = w F′/(2F) = w l/(2a(a − l)).

```lean
/-- For `k, m > 0` and `a > l > 0`, the transverse frequency `w` changes with the spacing at
the rate `w l / (2 a (a - l))`. -/
theorem transverseFreq_hasDerivAt {k m l a : ℝ} (hk : 0 < k) (hm : 0 < m) (hl : 0 < l)
    (hla : l < a) (s : ℝ) :
    HasDerivAt (transverseFreq k m l s)
      (transverseFreq k m l s a * (l / (2 * a * (a - l)))) a := by
  have ha : 0 < a := hl.trans hla
  have hal : a - l ≠ 0 := (sub_pos.mpr hla).ne'
  have hF : 0 < 4 * k / m * (1 - l / a) :=
    mul_pos (by positivity) (sub_pos.mpr ((div_lt_one ha).mpr hla))
  have h1 : HasDerivAt (fun x : ℝ => 4 * k / m * (1 - l / x)) (4 * k / m * (l / a ^ 2)) a :=
    ((((hasDerivAt_const a l).fun_div (hasDerivAt_id' a) ha.ne').const_sub 1).const_mul
      (4 * k / m)).congr_deriv (by ring)
  -- logarithmic derivative of the squared frequency
  have hlog : 4 * k / m * (l / a ^ 2)
      = 2 * (4 * k / m * (1 - l / a)) * (l / (2 * a * (a - l))) := by
    field_simp
  have key : 4 * k / m * (l / a ^ 2) / (2 * √(4 * k / m * (1 - l / a)))
      = √(4 * k / m * (1 - l / a)) * (l / (2 * a * (a - l))) := by
    rw [div_eq_iff (mul_pos two_pos (Real.sqrt_pos.mpr hF)).ne']
    linear_combination hlog - 2 * (l / (2 * a * (a - l))) * Real.mul_self_sqrt hF.le
  refine ((h1.sqrt hF.ne').mul_const s).congr_deriv ?_
  simp only [transverseFreq]
  linear_combination s * key
```

Here s may be any real number. `hlog` is the formula for F′/F multiplied through by F, and `key` carries it through the square root.

## (e) The Grüneisen parameter

For k, m, s > 0 and a > l > 0, show that

−a w′(a)/w(a) = −l/(2(a − l)) < 0.

**Solution.** Here w > 0, so (d) can be divided by w and multiplied by −a, which gives the value. It is negative because l and a − l are positive.

```lean
/-- Tension effect: for `k, m, s > 0` and `a > l > 0`, the Grüneisen parameter of the
transverse mode equals `-l / (2 (a - l))`, and it is negative. -/
theorem gruneisen_transverse {k m l s a : ℝ} (hk : 0 < k) (hm : 0 < m) (hs : 0 < s)
    (hl : 0 < l) (hla : l < a) :
    gruneisen (transverseFreq k m l s) a = -l / (2 * (a - l)) ∧
      gruneisen (transverseFreq k m l s) a < 0 := by
  have ha : 0 < a := hl.trans hla
  have hal : 0 < a - l := sub_pos.mpr hla
  have hw : transverseFreq k m l s a ≠ 0 := by
    have hF : 0 < 4 * k / m * (1 - l / a) :=
      mul_pos (by positivity) (sub_pos.mpr ((div_lt_one ha).mpr hla))
    exact (mul_pos (Real.sqrt_pos.mpr hF) hs).ne'
  have h : gruneisen (transverseFreq k m l s) a = -l / (2 * (a - l)) := by
    rw [gruneisen, (transverseFreq_hasDerivAt hk hm hl hla s).deriv]
    have hal' := hal.ne'
    field_simp
  refine ⟨h, ?_⟩
  rw [h]
  exact div_neg_of_neg_of_pos (neg_neg_of_pos hl) (by linarith)
```

The two halves of the `∧` are the value and the sign. The condition s > 0 excludes the uniform translation θ = 0, whose frequency is zero. The proof shows w ≠ 0 (`hw`), inserts the derivative from (d) and cancels.

## (f) The slack limit

For k, m, s, l > 0, show that

−a w′(a)/w(a) → −∞ as a decreases to l.

**Solution.** By (e) the parameter is −(l/2) · 1/(a − l). The second factor grows without bound as a − l → 0 from above, and the first is a negative constant.

```lean
/-- For `k, m, s, l > 0`, the Grüneisen parameter of the transverse mode tends to minus
infinity as the spacing decreases to the natural length `l`. -/
theorem gruneisen_tendsto_atBot {k m l s : ℝ} (hk : 0 < k) (hm : 0 < m) (hs : 0 < s)
    (hl : 0 < l) :
    Tendsto (gruneisen (transverseFreq k m l s)) (𝓝[>] l) atBot := by
  have hc : Continuous fun a : ℝ => a - l := by fun_prop
  have hsub : Tendsto (fun a : ℝ => a - l) (𝓝[>] l) (𝓝[>] 0) := by
    refine tendsto_nhdsWithin_iff.mpr
      ⟨(hc.tendsto' l 0 (sub_self l)).mono_left nhdsWithin_le_nhds, ?_⟩
    filter_upwards [self_mem_nhdsWithin] with a ha
    have hla : l < a := ha
    exact Set.mem_Ioi.mpr (sub_pos.mpr hla)
  have hinv : Tendsto (fun a : ℝ => (a - l)⁻¹) (𝓝[>] l) atTop :=
    tendsto_inv_nhdsGT_zero.comp hsub
  have hneg : -(l / 2) < 0 := by linarith
  refine (hinv.const_mul_atTop_of_neg hneg).congr' ?_
  filter_upwards [self_mem_nhdsWithin] with a ha
  have hla : l < a := ha
  have hal : a - l ≠ 0 := (sub_pos.mpr hla).ne'
  rw [(gruneisen_transverse hk hm hs hl hla).1]
  field_simp

end

end StretchedChain
```

`𝓝[>] l` means approach from above, and `atBot` means minus infinity. `hinv` is the divergence of 1/(a − l), and `congr'` transfers it to the parameter by the formula from (e), which is needed only for a > l.

```lean
#print axioms StretchedChain.transverse_stiffness
#print axioms StretchedChain.planeWave_newton
#print axioms StretchedChain.gruneisen_transverse
#print axioms StretchedChain.gruneisen_tendsto_atBot
```

```
'StretchedChain.transverse_stiffness' depends on axioms: [propext, Classical.choice, Quot.sound]
'StretchedChain.planeWave_newton' depends on axioms: [propext, Classical.choice, Quot.sound]
'StretchedChain.gruneisen_transverse' depends on axioms: [propext, Classical.choice, Quot.sound]
'StretchedChain.gruneisen_tendsto_atBot' depends on axioms: [propext, Classical.choice, Quot.sound]
```

## Fixed phase or fixed wave vector

The strain derivative could also be taken at fixed wave vector q = θ/a. The mode factor |sin(qa/2)| would then depend on a, and wherever it is nonzero the parameter would gain the term

−(qa/2) cot(qa/2),

which tends to −1 for long waves. Fixed θ follows one and the same mode of a periodic chain as it is stretched.

A phonon calculation can replace the derivative by a difference between two strained cells at the same reduced wave vector. For this chain at a = 1.1 l, formula (e) gives −5; frequencies at 1.09 l and 1.11 l give −Δ ln w/Δ ln a ≈ −5.02.
